# The regularised Weizsäcker energy of a real C¹ orbital on [0, L] tends to its kinetic energy, even with nodes

When I evaluate the Weizsäcker energy from a density on a grid, I add a small constant $e>0$ to the denominator, so that the code doesn't divide by zero at a node:
$$T_e[n]=\int_0^L \frac{n'^2}{8(n+e)}\,dx .$$
For $n=u^2$, with $u$ a real, continuously differentiable orbital, I expect $T_e$ to stay at or below $T=\int_0^L u'^2/2\,dx$, never to decrease when $e$ is reduced, and to tend to $T$ as $e\to0$. The nodes are what worry me, because the integrand there is zero for every $e$. Can this be made rigorous and machine-checked?

## Nodes with nonzero slope have measure zero

Yes. Since $n'=2uu'$,
$$\frac{n'^2}{8(n+e)}=\frac{4u^2u'^2}{8(u^2+e)}=\frac{u'^2}{2}\,\frac{u^2}{u^2+e}.$$
The last factor is at most 1, so $T_e\le T$. For $0<a\le b$ it is no larger at $e=b$ than at $e=a$, so $T_b\le T_a$.

For the limit, fix $x$. If $u(x)\ne0$, the factor tends to 1. If $u(x)=0$, the integrand stays at zero, which is the right limit only if $u'(x)=0$. Suppose $u'(x)\neq0$ at an interior node. Then $u(z)=u'(x)(z-x)+o(z-x)$ is nonzero for all $z\ne x$ close to $x$, so the node is isolated. The isolated points of any subset of the line form a countable set, which has measure zero. The integrand therefore converges to $u'^2/2$ almost everywhere. It is also bounded by $u'^2/2$, which is continuous and so integrable on $[0,L]$, and dominated convergence gives $T_e\to T$.

The size of the error depends on the nodes. If $n\ge m>0$, then $n/(n+e)\ge m/(m+e)$, hence $T_e\ge \frac{m}{m+e}T$ and the missing energy is at most $\frac{e}{m+e}T$. For $u=x$, which has a linear node at the origin,
$$T-T_e=\int_0^L\frac{e}{2(x^2+e)}\,dx=\frac{\sqrt e}{2}\arctan\frac{L}{\sqrt e}.$$

```lean
import Mathlib

open MeasureTheory Set Filter Topology

namespace RegularisedWeizsaecker

noncomputable section

/-- The density `n = u²` of a real orbital `u`. -/
def density (u : ℝ → ℝ) (x : ℝ) : ℝ := u x ^ 2

/-- The kinetic energy `∫ u'²/2` of an orbital on `[0, L]`. -/
def kinetic (L : ℝ) (u : ℝ → ℝ) : ℝ :=
  ∫ x in (0 : ℝ)..L, derivWithin u (Icc 0 L) x ^ 2 / 2

/-- The regularised Weizsaecker energy `∫ n'²/(8(n + e))` of a density on `[0, L]`. -/
def regEnergy (L e : ℝ) (n : ℝ → ℝ) : ℝ :=
  ∫ x in (0 : ℝ)..L, derivWithin n (Icc 0 L) x ^ 2 / (8 * (n x + e))

/-- The slope of the density is `n' = 2 u u'`. -/
theorem derivWithin_density {L : ℝ} (hL : 0 < L) {u : ℝ → ℝ}
    (hu : ContDiffOn ℝ 1 u (Icc 0 L)) {x : ℝ} (hx : x ∈ Icc 0 L) :
    derivWithin (density u) (Icc 0 L) x = 2 * u x * derivWithin u (Icc 0 L) x := by
  have h := ((hu.differentiableOn (by simp)) x hx).hasDerivWithinAt
  have e1 : density u = u * u := by
    funext y
    simp [density, pow_two]
  have h2 : HasDerivWithinAt (density u) (2 * u x * derivWithin u (Icc 0 L) x)
      (Icc 0 L) x := by
    rw [e1]
    exact (h.mul h).congr_deriv (by ring)
  exact h2.derivWithin (uniqueDiffOn_Icc hL x hx)

/-- The regularised energy is the kinetic energy with its integrand damped by the
factor `u²/(u² + e)`. -/
theorem regEnergy_density {L e : ℝ} (hL : 0 < L) (he : 0 < e) {u : ℝ → ℝ}
    (hu : ContDiffOn ℝ 1 u (Icc 0 L)) :
    regEnergy L e (density u) = ∫ x in (0 : ℝ)..L,
      derivWithin u (Icc 0 L) x ^ 2 / 2 * (u x ^ 2 / (u x ^ 2 + e)) := by
  unfold regEnergy
  apply intervalIntegral.integral_congr
  intro x hx
  rw [uIcc_of_le hL.le] at hx
  have hp : 0 < u x ^ 2 + e := by positivity
  simp only [derivWithin_density hL hu hx]
  simp only [density]
  rw [div_mul_div_comm, div_eq_div_iff (by positivity) (by positivity)]
  ring

/-- At almost every point where the orbital vanishes, its slope vanishes too. -/
theorem slope_zero_at_nodes {L : ℝ} {u : ℝ → ℝ} (hu : ContDiffOn ℝ 1 u (Icc 0 L)) :
    ∀ᵐ x : ℝ, x ∈ Ioo 0 L → u x = 0 → derivWithin u (Icc 0 L) x = 0 := by
  have null : volume {x : ℝ | x ∈ Ioo 0 L ∧ u x = 0 ∧ derivWithin u (Icc 0 L) x ≠ 0} = 0 := by
    apply measure_null_of_locally_null
    rintro x ⟨hx, -, hd⟩
    -- a node with non-zero slope is isolated
    have h := (((hu.differentiableOn (by simp)) x
      (Ioo_subset_Icc_self hx)).hasDerivWithinAt).hasDerivAt (Icc_mem_nhds hx.1 hx.2)
    have hne : ∀ᶠ z in 𝓝[≠] x, u z ≠ 0 := h.eventually_ne hd
    rw [eventually_nhdsWithin_iff] at hne
    refine ⟨{x}, ?_, measure_singleton x⟩
    exact eventually_nhdsWithin_iff.2
      (hne.mono fun z hz hzS => by_contra fun hzx => hz hzx hzS.2.1)
  filter_upwards [compl_mem_ae_iff.2 null] with x hx hxI h0
  by_contra hd
  exact hx ⟨hxI, h0, hd⟩

/-- The kinetic integrand and its damped form are integrable on `[0, L]`. -/
theorem integrable_integrands {L : ℝ} (hL : 0 < L) {u : ℝ → ℝ}
    (hu : ContDiffOn ℝ 1 u (Icc 0 L)) :
    IntervalIntegrable (fun x => derivWithin u (Icc 0 L) x ^ 2 / 2) volume 0 L ∧
    ∀ e : ℝ, 0 < e → IntervalIntegrable (fun x =>
      derivWithin u (Icc 0 L) x ^ 2 / 2 * (u x ^ 2 / (u x ^ 2 + e))) volume 0 L := by
  have hD := hu.continuousOn_derivWithin (uniqueDiffOn_Icc hL) (by simp)
  have hK := (hD.pow 2).div_const 2
  have hn := hu.continuousOn.pow 2
  refine ⟨hK.intervalIntegrable_of_Icc hL.le, fun e he => ?_⟩
  exact (hK.mul (hn.div (hn.add continuousOn_const) fun x _ =>
    ne_of_gt (add_pos_of_nonneg_of_pos (sq_nonneg (u x)) he))).intervalIntegrable_of_Icc hL.le

/-- For a continuously differentiable real orbital, with or without nodes, the regularised
energy is at most the kinetic energy, is antitone in the regularisation `e > 0`, and tends
to the kinetic energy as `e` tends to zero from above. -/
theorem regularised_energy_limit {L : ℝ} (hL : 0 < L) {u : ℝ → ℝ}
    (hu : ContDiffOn ℝ 1 u (Icc 0 L)) :
    (∀ e : ℝ, 0 < e → regEnergy L e (density u) ≤ kinetic L u) ∧
    AntitoneOn (fun e => regEnergy L e (density u)) (Ioi 0) ∧
    Tendsto (fun e => regEnergy L e (density u)) (𝓝[>] 0) (𝓝 (kinetic L u)) := by
  obtain ⟨hK, hR⟩ := integrable_integrands hL hu
  have hle : ∀ e : ℝ, 0 < e → ∀ x : ℝ,
      derivWithin u (Icc 0 L) x ^ 2 / 2 * (u x ^ 2 / (u x ^ 2 + e)) ≤
        derivWithin u (Icc 0 L) x ^ 2 / 2 := by
    intro e he x
    have hp : 0 < u x ^ 2 + e := by positivity
    exact mul_le_of_le_one_right (by positivity) ((div_le_one hp).2 (by linarith))
  refine ⟨fun e he => ?_, fun a ha b hb hab => ?_, ?_⟩
  · rw [regEnergy_density hL he hu]
    exact intervalIntegral.integral_mono_on hL.le (hR e he) hK fun x _ => hle e he x
  · have ha' : 0 < a := ha
    have hb' : 0 < b := hb
    change regEnergy L b (density u) ≤ regEnergy L a (density u)
    rw [regEnergy_density hL ha' hu, regEnergy_density hL hb' hu]
    refine intervalIntegral.integral_mono_on hL.le (hR b hb') (hR a ha') fun x _ => ?_
    gcongr
  · -- dominated convergence, with the kinetic integrand as the bound
    have key : Tendsto (fun e : ℝ => ∫ x in (0 : ℝ)..L,
        derivWithin u (Icc 0 L) x ^ 2 / 2 * (u x ^ 2 / (u x ^ 2 + e)))
        (𝓝[>] 0) (𝓝 (kinetic L u)) := by
      apply intervalIntegral.tendsto_integral_filter_of_dominated_convergence
        (fun x => derivWithin u (Icc 0 L) x ^ 2 / 2)
      · filter_upwards [self_mem_nhdsWithin] with e he
        rw [uIoc_of_le hL.le]
        exact Integrable.aestronglyMeasurable (hR e he).1
      · filter_upwards [self_mem_nhdsWithin] with e he
        have he' : 0 < e := he
        refine Eventually.of_forall fun x _ => ?_
        rw [Real.norm_of_nonneg (by positivity)]
        exact hle e he' x
      · exact hK
      · filter_upwards [slope_zero_at_nodes hu,
          compl_mem_ae_iff.2 (measure_singleton (μ := volume) L)] with x hx hxL hxI
        rw [uIoc_of_le hL.le] at hxI
        have hxo : x ∈ Ioo 0 L := ⟨hxI.1, lt_of_le_of_ne hxI.2 hxL⟩
        by_cases h0 : u x = 0
        · simp [hx hxo h0]
        · have hne : u x ^ 2 ≠ 0 := pow_ne_zero 2 h0
          have hne' : u x ^ 2 + 0 ≠ 0 := by rwa [add_zero]
          have ht : Tendsto (fun e : ℝ =>
              derivWithin u (Icc 0 L) x ^ 2 / 2 * (u x ^ 2 / (u x ^ 2 + e))) (𝓝 0)
              (𝓝 (derivWithin u (Icc 0 L) x ^ 2 / 2 * (u x ^ 2 / (u x ^ 2 + 0)))) :=
            (tendsto_const_nhds.div (tendsto_const_nhds.add tendsto_id) hne').const_mul _
          rw [add_zero, div_self hne, mul_one] at ht
          exact ht.mono_left nhdsWithin_le_nhds
    refine key.congr' ?_
    filter_upwards [self_mem_nhdsWithin] with e he
    exact (regEnergy_density hL he hu).symm

/-- If the density is at least `m > 0` everywhere, the regularised energy is at least the
fraction `m/(m + e)` of the kinetic energy. -/
theorem node_free_lower_bound {L e m : ℝ} (hL : 0 < L) (he : 0 < e) (hm : 0 < m)
    {u : ℝ → ℝ} (hu : ContDiffOn ℝ 1 u (Icc 0 L)) (hn : ∀ x ∈ Icc 0 L, m ≤ density u x) :
    m / (m + e) * kinetic L u ≤ regEnergy L e (density u) := by
  obtain ⟨hK, hR⟩ := integrable_integrands hL hu
  rw [regEnergy_density hL he hu, kinetic, ← intervalIntegral.integral_const_mul]
  refine intervalIntegral.integral_mono_on hL.le (hK.const_mul _) (hR e he) fun x hx => ?_
  have h : m ≤ u x ^ 2 := hn x hx
  have hq : m / (m + e) ≤ u x ^ 2 / (u x ^ 2 + e) := by
    rw [div_le_div_iff₀ (by positivity) (by positivity)]
    nlinarith [mul_le_mul_of_nonneg_right h he.le]
  rw [mul_comm]
  exact mul_le_mul_of_nonneg_left hq (by positivity)

/-- For the orbital `u = x`, with a linear node at the origin, the energy missed by the
regularisation is exactly `(√e/2) arctan(L/√e)`. -/
theorem linear_node_error {L e : ℝ} (hL : 0 < L) (he : 0 < e) :
    kinetic L (fun x => x) - regEnergy L e (density fun x => x) =
      √e / 2 * Real.arctan (L / √e) := by
  have hu : ContDiffOn ℝ 1 (fun x : ℝ => x) (Icc 0 L) := contDiff_id.contDiffOn
  obtain ⟨hK, hR⟩ := integrable_integrands hL hu
  have hs : 0 < √e := Real.sqrt_pos.2 he
  have hse : √e ^ 2 = e := Real.sq_sqrt he.le
  rw [regEnergy_density hL he hu, kinetic, ← intervalIntegral.integral_sub hK (hR e he)]
  -- the missing energy density is the derivative of a scaled arctangent
  have hF : ∀ x ∈ uIcc 0 L, HasDerivAt (fun y => √e / 2 * Real.arctan (y / √e))
      (derivWithin (fun y : ℝ => y) (Icc 0 L) x ^ 2 / 2 -
        derivWithin (fun y : ℝ => y) (Icc 0 L) x ^ 2 / 2 * (x ^ 2 / (x ^ 2 + e))) x := by
    intro x hx
    rw [uIcc_of_le hL.le] at hx
    have h1 : derivWithin (fun y : ℝ => y) (Icc 0 L) x = 1 :=
      (hasDerivWithinAt_id x (Icc 0 L)).derivWithin (uniqueDiffOn_Icc hL x hx)
    rw [h1]
    refine ((((hasDerivAt_id' x).div_const (√e)).arctan).const_mul (√e / 2)).congr_deriv ?_
    have hp : x ^ 2 + e ≠ 0 := by positivity
    have h2 : 1 + (x / √e) ^ 2 = (x ^ 2 + e) / e := by
      rw [div_pow, hse]
      field_simp
      ring
    rw [h2]
    field_simp
    ring
  rw [intervalIntegral.integral_eq_sub_of_hasDerivAt hF (hK.sub (hR e he))]
  simp

end

end RegularisedWeizsaecker
```

```lean
#print axioms RegularisedWeizsaecker.regularised_energy_limit
-- 'RegularisedWeizsaecker.regularised_energy_limit' depends on axioms: [propext, Classical.choice, Quot.sound]
#print axioms RegularisedWeizsaecker.node_free_lower_bound
-- 'RegularisedWeizsaecker.node_free_lower_bound' depends on axioms: [propext, Classical.choice, Quot.sound]
#print axioms RegularisedWeizsaecker.linear_node_error
-- 'RegularisedWeizsaecker.linear_node_error' depends on axioms: [propext, Classical.choice, Quot.sound]
```

## What the Lean statements say

`density u` is $n=u^2$, `kinetic L u` is $T$, and `regEnergy L e n` is $T_e$, a functional of the density alone. The prefactors are those of atomic units. The hypothesis `ContDiffOn ℝ 1 u (Icc 0 L)` asks for smoothness on the closed interval only, and `derivWithin` is one-sided at its ends. Neither normalisation nor boundary conditions are assumed.

`regularised_energy_limit` contains the bound, the monotonicity on `Ioi 0` (positive $e$) and the limit, where `𝓝[>] 0` means that $e$ approaches zero from above. The two error estimates are `node_free_lower_bound` and `linear_node_error`. The setting is one real orbital on a finite interval with exact integrals; three dimensions, several orbitals and grid error are not treated, and no convergence rate is given for a general $u$.

## How the proof follows the calculation

`derivWithin_density` is the product rule, and `regEnergy_density` rewrites the integrand in its damped form. `slope_zero_at_nodes` shows that each node with nonzero slope has a neighbourhood containing no other, then uses `measure_null_of_locally_null` in place of the countability argument. `integrable_integrands` obtains integrability from continuity.

In the main theorem, `integral_mono_on` turns the two pointwise inequalities into inequalities between integrals. The limit applies dominated convergence, splitting on whether `u x = 0`; the endpoint $L$ is discarded as a null set. The node-free bound is again a pointwise comparison, and the linear node is integrated by checking the derivative of the scaled arctangent.

## The error for a linear node in numbers

Take $u=x$, $L=1$ and $e=0.01$. Then $T=0.5$ and the missing energy is $0.05\arctan 10\approx0.0736$, about 15%. The normalised orbital $\sqrt3\,x$ with $e=0.03$ has every energy multiplied by three: $T=1.5$, with $0.221$ missing. Neither function vanishes at $x=1$, so neither is a state of a box with a hard wall there; they only illustrate the effect of a linear node. For $u=x$ and $e=0.0001$ the loss is $0.005\arctan100\approx0.0078$, so a hundredfold smaller $e$ reduces the error only about tenfold.

In code this integrand can be written as `dn**2 / (8*(n + eps))`. For a single real, continuously differentiable orbital on a finite interval, the theorem supports repeating the evaluation with smaller `eps`: apart from errors in `dn`, quadrature and rounding, the values can only rise or stay level, and they approach the kinetic energy from below. The error in `dn` needs watching: at a grid point on a node the exact `dn` is zero, so a nonzero numerical error $\delta$ makes the integrand there $\delta^2/(8\,\mathrm{eps})$, which grows without bound if `eps` is reduced on a fixed grid.
